# Under threefold symmetry about z, turning the axes about z preserves $C_{14}^2+C_{15}^2$ and can make $C_{15}$ vanish

## Do two stiffness tables with different $C_{15}$ disagree?

I nearly reported an error that may not exist. I have two calculated stiffness matrices for the same crystal of class 3, both with the threefold axis along z. Their independent constants agree except for $C_{14}$ and $C_{15}$, and in one of them $C_{15}$ is zero. Some tables list seven constants for this class and others list six. Is $C_{15}$ a property of the material, or does it only record where someone put the x axis?

## The pair $(C_{14},C_{15})$ turns by three times the angle of the axes

The separate values of $C_{14}$ and $C_{15}$ depend on the x axis, but $C_{14}^2+C_{15}^2$ does not. Compare that sum first. If it agrees, a turn about z can account for the difference. The seventh constant is an orientation angle, and a suitable x axis removes it.

**Threefold symmetry as a selection rule.** Let $C(u,v,p,q)$ be the elastic tensor as a real function of four vectors, linear in each, with $C(u,v,p,q)=C(v,u,p,q)=C(p,q,u,v)$. Let $x,y,z$ be the unit vectors along the axes, extend $C$ linearly to complex vectors, and put $e=x+iy$, $\bar e=x-iy$. A rotation by $\varphi$ about z sends $e$ to $e^{-i\varphi}e$, $\bar e$ to $e^{i\varphi}\bar e$, and $z$ to itself. A component with $m$ more factors $e$ than $\bar e$ is therefore multiplied by $e^{-im\varphi}$. Invariance under $\varphi=2\pi/3$ makes it vanish unless $m$ is a multiple of 3.

In Voigt notation, with the pairs ordered 11, 22, 33, 23, 13, 12, the vanishing components read as follows.

- $C(e,e,e,\bar e)=C_{11}-C_{22}+2i(C_{16}+C_{26})=0$.
- $C(e,e,e,e)=C_{11}+C_{22}-2C_{12}-4C_{66}+4i(C_{16}-C_{26})=0$.
- $C(e,\bar e,e,z)=C_{15}+C_{25}+i(C_{14}+C_{24})=0$.
- $C(e,e,\bar e,z)=C_{15}-C_{25}+2C_{46}+i(C_{24}-C_{14}+2C_{56})=0$.
- $C(e,e,z,z)=C_{13}-C_{23}+2iC_{36}=0$.
- $C(e,z,e,z)=C_{55}-C_{44}+2iC_{45}=0$.
- $C(e,z,z,z)=C_{35}+iC_{34}=0$.

Real and imaginary parts give fourteen relations:

$$C_{22}=C_{11},\quad C_{16}=C_{26}=0,\quad C_{66}=\tfrac12(C_{11}-C_{12}),$$
$$C_{24}=-C_{14},\quad C_{25}=-C_{15},\quad C_{46}=-C_{15},\quad C_{56}=C_{14},$$
$$C_{23}=C_{13},\quad C_{55}=C_{44},\quad C_{34}=C_{35}=C_{36}=C_{45}=0.$$

Of the 21 components, seven remain: $C_{11},C_{12},C_{13},C_{14},C_{15},C_{33},C_{44}$. The argument holds in any axes turned about z, because rotations about z commute.

**Turning the axes.** The component with $m=3$ survives, and the relations above reduce it to

$$C(e,e,e,z)=C_{15}-C_{25}-2C_{46}+i(C_{14}-C_{24}+2C_{56})=4(C_{15}+iC_{14}).$$

In axes turned by $\theta$, the vector $e$ becomes $e^{-i\theta}e$, so $C_{15}+iC_{14}$ acquires the factor $e^{-3i\theta}$. With primes for the turned axes,

$$C_{14}'=\cos3\theta\,C_{14}-\sin3\theta\,C_{15},\qquad C_{15}'=\sin3\theta\,C_{14}+\cos3\theta\,C_{15}.$$

Squaring and adding gives $C_{14}'^2+C_{15}'^2=C_{14}^2+C_{15}^2$. Now write $C_{14}=r\cos a$ and $C_{15}=r\sin a$ with $r\ge0$. Then $C_{15}'=r\sin(a+3\theta)$, which vanishes at $\theta=-a/3$, where $C_{14}'=r$. If $r=0$, every angle works.

In the other five constants only components with $m=0$ survive, so these constants keep their values, a consequence of this derivation that the Lean theorems leave unstated.

**What the Lean statement says.** A `Form4` is a real function of four vectors in $\mathbb R^3$. `IsElastic C` requires linearity in the first argument together with the minor and major symmetries. `Threefold C` says that rotating all four arguments by $2\pi/3$ about z leaves the value unchanged. `axis θ` lists the three axes after a turn by $\theta$, and `voigt C θ` is the stiffness matrix in those axes. Lean counts from zero, so $C_{14}$ is `voigt C θ 0 3` and $C_{15}$ is `voigt C θ 0 4`. `trigonalForm` is the matrix pattern derived above.

The theorem `seven_to_six` has two parts. The sum of squares at every `θ` equals its value at zero, and for some `θ` the entry $C_{15}$ is zero and the whole matrix is `trigonalForm` with 0 in that slot. Six numbers then fix the matrix in those axes. The theorem makes no claim that the six are independent for a given material, and it assumes no mechanical stability.

The step from a crystal to this model is Neumann's principle: a threefold axis of the crystal is also a symmetry of its elastic tensor. `Threefold` takes that invariance as given. Within linear elasticity, the result lets you compare first-principles stiffness matrices of such crystals without first matching their x axes.

```lean
import Mathlib

open Real

namespace TrigonalElasticity

noncomputable section

/-- Vectors of three-dimensional space. -/
abbrev Vec := Fin 3 → ℝ

/-- Real functions of four vectors. -/
abbrev Form4 := Vec → Vec → Vec → Vec → ℝ

/-- An elastic tensor is linear in its first argument, symmetric in its first two arguments
(minor symmetry) and symmetric under exchange of the two pairs (major symmetry). -/
structure IsElastic (C : Form4) : Prop where
  linear : ∀ (a b : ℝ) (u v p q t : Vec),
    C (a • u + b • v) p q t = a * C u p q t + b * C v p q t
  minor : ∀ u v p q, C u v p q = C v u p q
  major : ∀ u v p q, C u v p q = C p q u v

/-- The Cartesian axes turned by the angle `θ` about z. -/
def axis (θ : ℝ) : Fin 3 → Vec :=
  ![![cos θ, sin θ, 0], ![-sin θ, cos θ, 0], ![0, 0, 1]]

/-- Rotation of a vector by the angle `θ` about z. -/
def rot (θ : ℝ) (u : Vec) : Vec :=
  u 0 • axis θ 0 + u 1 • axis θ 1 + u 2 • axis θ 2

/-- Invariance of a tensor under the 120 degree rotation about z. -/
def Threefold (C : Form4) : Prop :=
  ∀ u v p q, C (rot (2 * π / 3) u) (rot (2 * π / 3) v) (rot (2 * π / 3) p)
    (rot (2 * π / 3) q) = C u v p q

/-- The Voigt index pairs 11, 22, 33, 23, 13, 12, counted from zero. -/
def pair : Fin 6 → Fin 3 × Fin 3 := ![(0, 0), (1, 1), (2, 2), (1, 2), (0, 2), (0, 1)]

/-- The Voigt stiffness matrix in axes turned by `θ` about z. -/
def voigt (C : Form4) (θ : ℝ) : Matrix (Fin 6) (Fin 6) ℝ :=
  Matrix.of fun I J => C (axis θ (pair I).1) (axis θ (pair I).2)
    (axis θ (pair J).1) (axis θ (pair J).2)

/-- The trigonal Voigt matrix with its seven constants. -/
def trigonalForm (c11 c12 c13 c14 c15 c33 c44 : ℝ) : Matrix (Fin 6) (Fin 6) ℝ :=
  !![c11, c12, c13, c14, c15, 0;
     c12, c11, c13, -c14, -c15, 0;
     c13, c13, c33, 0, 0, 0;
     c14, -c14, 0, c44, 0, -c15;
     c15, -c15, 0, 0, c44, c14;
     0, 0, 0, -c15, c14, (c11 - c12) / 2]

/-- An elastic tensor is also linear in its second, third and fourth arguments. -/
theorem IsElastic.linear_rest {C : Form4} (hC : IsElastic C) (a b : ℝ) (u v p q t : Vec) :
    C p (a • u + b • v) q t = a * C p u q t + b * C p v q t ∧
    C p q (a • u + b • v) t = a * C p q u t + b * C p q v t ∧
    C p q t (a • u + b • v) = a * C p q t u + b * C p q t v := by
  have l2 : ∀ p q t, C p (a • u + b • v) q t = a * C p u q t + b * C p v q t := by
    intro p q t
    rw [hC.minor p (a • u + b • v) q t, hC.linear, hC.minor p u q t, hC.minor p v q t]
  refine ⟨l2 p q t, ?_, ?_⟩
  · rw [hC.major p q (a • u + b • v) t, hC.linear, hC.major p q u t, hC.major p q v t]
  · rw [hC.major p q t (a • u + b • v), l2, hC.major p q t u, hC.major p q t v]

/-- A rotation by `φ` about z mixes the two turned in-plane axes and fixes the third axis. -/
theorem rot_axis (φ θ : ℝ) :
    rot φ (axis θ 0) = cos φ • axis θ 0 + sin φ • axis θ 1 ∧
    rot φ (axis θ 1) = (-sin φ) • axis θ 0 + cos φ • axis θ 1 ∧
    rot φ (axis θ 2) = axis θ 2 := by
  unfold rot axis
  generalize cos φ = a
  generalize sin φ = b
  generalize cos θ = c
  generalize sin θ = s
  refine ⟨?_, ?_, ?_⟩ <;> ext i <;> fin_cases i <;> simp <;> ring

set_option maxHeartbeats 400000 in
/-- The fourteen relations that a threefold z axis imposes on the components of an elastic
tensor, in axes x, y, z turned by any angle about z. -/
theorem threefold_relations {C : Form4} (hC : IsElastic C) (h : Threefold C) {θ : ℝ}
    {x y z : Vec} (hx : x = axis θ 0) (hy : y = axis θ 1) (hz : z = axis θ 2) :
    (C x x x y = 0 ∧ C y y x y = 0 ∧ C y y y y = C x x x x ∧
      C x y x y = (C x x x x - C x x y y) / 2) ∧
    (C y y y z = -C x x y z ∧ C y y x z = -C x x x z ∧
      C x y x z = C x x y z ∧ C x y y z = -C x x x z) ∧
    (C z z y z = 0 ∧ C z z x z = 0) ∧
    (C y y z z = C x x z z ∧ C z z x y = 0) ∧
    (C x z x z = C y z y z ∧ C y z x z = 0) := by
  obtain ⟨rx, ry, rz⟩ := rot_axis (2 * π / 3) θ
  have hc : cos (2 * π / 3) = -1 / 2 := by
    rw [show 2 * π / 3 = π - π / 3 by ring, cos_pi_sub, cos_pi_div_three]
    norm_num
  have hs := sin_sq_add_cos_sq (2 * π / 3)
  rw [hc] at hs
  rw [← hx, ← hy, hc] at rx ry
  rw [← hz] at rz
  set s := sin (2 * π / 3)
  clear_value s
  have h0 : s ≠ 0 := by
    intro h0
    rw [h0] at hs
    norm_num at hs
  have h2 : ∀ t, s * (s * t) = 3 / 4 * t := fun t => by linear_combination t * hs
  -- on x and w = s y the rotation has rational coefficients
  obtain ⟨w, hw⟩ : ∃ w, w = s • y := ⟨_, rfl⟩
  have rw' : rot (2 * π / 3) w = (-3 / 4 : ℝ) • x + (-1 / 2 : ℝ) • w := by
    have hl : rot (2 * π / 3) (s • y) = s • rot (2 * π / 3) y := by
      simp only [rot, Pi.smul_apply, smul_eq_mul, mul_smul, smul_add]
    rw [hw, hl, ry]
    ext i
    simp only [Pi.add_apply, Pi.smul_apply, smul_eq_mul]
    linear_combination (-(x i)) * hs
  rw [← hw, ← one_smul ℝ w] at rx
  have hw0 : w = (0 : ℝ) • x + s • y := by rw [hw, zero_smul, zero_add]
  have W : ∀ p q t, C w p q t = s * C y p q t ∧ C p w q t = s * C p y q t ∧
      C p q w t = s * C p q y t ∧ C p q t w = s * C p q t y := by
    intro p q t
    have L := hC.linear 0 s x y p q t
    have R := hC.linear_rest 0 s x y p q t
    rw [← hw0] at L R
    simp only [zero_mul, zero_add] at L R
    exact ⟨L, R⟩
  -- independent invariance equations, in groups with 0, 1, 3, 2 and 2 z indices
  have a1 := h x x x x
  have a2 := h x x x w
  have a3 := h x x w w
  have a4 := h w w x w
  have b1 := h x x x z
  have b2 := h x x w z
  have b3 := h x w x z
  have b4 := h x w w z
  have c1 := h z z x z
  have c2 := h z z w z
  have d1 := h x x z z
  have d2 := h z z x w
  have e1 := h x z x z
  have e2 := h w z x z
  simp only [rx, rw', rz, hC.linear, hC.linear_rest, one_mul]
    at a1 a2 a3 a4 b1 b2 b3 b4 c1 c2 d1 d2 e1 e2
  simp only [W, h2] at a1 a2 a3 a4 b1 b2 b3 b4 c1 c2 d1 d2 e1 e2
  -- bring symmetric components to one common order
  have r : ∀ u v p q, C u v p q = C u v q p := fun u v p q =>
    (hC.major u v p q).trans ((hC.minor p q u v).trans (hC.major q p u v))
  have m := hC.minor
  have M := hC.major
  simp only [r x x y x, M x y x x, M y x x x, r y y y x, M x y y y, M y x y y,
    M y y x x, m y x x y, r x y y x, m y x y x] at a1 a2 a3 a4
  simp only [m y x x z, m y x y z] at b1 b2 b3 b4
  simp only [r z z y x, M x y z z, M y x z z, M z z x x, M z z y y] at d1 d2
  simp only [M x z y z] at e1 e2
  refine ⟨?_, ?_, ?_, ?_, ?_⟩
  · refine ⟨mul_left_cancel₀ h0 ?_, mul_left_cancel₀ h0 ?_, ?_, ?_⟩ <;>
      linarith only [a1, a2, a3, a4]
  · refine ⟨mul_left_cancel₀ h0 ?_, ?_, mul_left_cancel₀ h0 ?_, ?_⟩ <;>
      linarith only [b1, b2, b3, b4]
  · refine ⟨mul_left_cancel₀ h0 ?_, ?_⟩ <;> linarith only [c1, c2]
  · refine ⟨?_, mul_left_cancel₀ h0 ?_⟩ <;> linarith only [d1, d2]
  · refine ⟨?_, mul_left_cancel₀ h0 ?_⟩ <;> linarith only [e1, e2]

/-- An elastic tensor with a threefold z axis has the seven-constant trigonal Voigt matrix in
axes turned by any angle about z. -/
theorem voigt_eq_trigonalForm {C : Form4} (hC : IsElastic C) (h3 : Threefold C) (θ : ℝ) :
    voigt C θ = trigonalForm (voigt C θ 0 0) (voigt C θ 0 1) (voigt C θ 0 2)
      (voigt C θ 0 3) (voigt C θ 0 4) (voigt C θ 2 2) (voigt C θ 3 3) := by
  obtain ⟨⟨a1, a2, a3, a4⟩, ⟨b1, b2, b3, b4⟩, ⟨c1, c2⟩, ⟨d1, d2⟩, e1, e2⟩ :=
    threefold_relations hC h3 (θ := θ) rfl rfl rfl
  have S : ∀ I J, voigt C θ I J = voigt C θ J I := fun _ _ => hC.major _ _ _ _
  ext I J
  fin_cases I <;> fin_cases J
  -- the 36 entries, row by row
  exacts [rfl, rfl, rfl, rfl, rfl, a1,
    S 1 0, a3, d1, b1, b2, a2,
    S 2 0, (S 2 1).trans d1, rfl, c1, c2, d2,
    S 3 0, (S 3 1).trans b1, (S 3 2).trans c1, rfl, e2, (S 3 5).trans b4,
    S 4 0, (S 4 1).trans b2, (S 4 2).trans c2, (S 4 3).trans e2, e1, (S 4 5).trans b3,
    (S 5 0).trans a1, (S 5 1).trans a2, (S 5 2).trans d2, b4, b3, a4]

/-- For an elastic tensor with a threefold z axis, turning the axes by `θ` about z turns the
pair (C14, C15) by the angle `3θ`. -/
theorem rotation_law {C : Form4} (hC : IsElastic C) (h3 : Threefold C) (θ : ℝ) :
    voigt C θ 0 3 = cos (3 * θ) * voigt C 0 0 3 - sin (3 * θ) * voigt C 0 0 4 ∧
    voigt C θ 0 4 = sin (3 * θ) * voigt C 0 0 3 + cos (3 * θ) * voigt C 0 0 4 := by
  obtain ⟨x, hx⟩ : ∃ x, x = axis 0 0 := ⟨_, rfl⟩
  obtain ⟨y, hy⟩ : ∃ y, y = axis 0 1 := ⟨_, rfl⟩
  obtain ⟨z, hz⟩ : ∃ z, z = axis 0 2 := ⟨_, rfl⟩
  obtain ⟨-, ⟨b1, b2, b3, b4⟩, -⟩ := threefold_relations hC h3 hx hy hz
  have m := hC.minor y x
  have v3 : ∀ t, voigt C t 0 3 = C (axis t 0) (axis t 0) (axis t 1) (axis t 2) := fun _ => rfl
  have v4 : ∀ t, voigt C t 0 4 = C (axis t 0) (axis t 0) (axis t 0) (axis t 2) := fun _ => rfl
  -- the turned axes in terms of the original ones
  obtain ⟨hX, hY, hZ⟩ : axis θ 0 = cos θ • axis 0 0 + sin θ • axis 0 1 ∧
      axis θ 1 = (-sin θ) • axis 0 0 + cos θ • axis 0 1 ∧ axis θ 2 = axis 0 2 := by
    unfold axis
    rw [cos_zero, sin_zero]
    generalize cos θ = c
    generalize sin θ = s
    refine ⟨?_, ?_, ?_⟩ <;> ext i <;> fin_cases i <;> simp
  have h1 := sin_sq_add_cos_sq θ
  have c3 : cos (3 * θ) = cos θ ^ 3 - 3 * cos θ * sin θ ^ 2 := by
    rw [cos_three_mul]; linear_combination 3 * cos θ * h1
  have s3 : sin (3 * θ) = 3 * cos θ ^ 2 * sin θ - sin θ ^ 3 := by
    rw [sin_three_mul]; linear_combination -3 * sin θ * h1
  rw [v3, v4, v3, v4, hX, hY, hZ, ← hx, ← hy, ← hz, c3, s3]
  constructor <;>
    simp only [hC.linear, hC.linear_rest, m, b1, b2, b3, b4] <;> ring

/-- For an elastic tensor with a threefold z axis, C14² + C15² is the same in all axes turned
about z, and in some such axes C15 = 0, so that six constants fix the Voigt matrix. -/
theorem seven_to_six {C : Form4} (hC : IsElastic C) (h3 : Threefold C) :
    (∀ θ, voigt C θ 0 3 ^ 2 + voigt C θ 0 4 ^ 2 = voigt C 0 0 3 ^ 2 + voigt C 0 0 4 ^ 2) ∧
    ∃ θ, voigt C θ 0 4 = 0 ∧
      voigt C θ = trigonalForm (voigt C θ 0 0) (voigt C θ 0 1) (voigt C θ 0 2)
        (voigt C θ 0 3) 0 (voigt C θ 2 2) (voigt C θ 3 3) := by
  constructor
  · intro θ
    rw [(rotation_law hC h3 θ).1, (rotation_law hC h3 θ).2]
    linear_combination (voigt C 0 0 3 ^ 2 + voigt C 0 0 4 ^ 2) * sin_sq_add_cos_sq (3 * θ)
  · -- polar form of the pair (C14, C15)
    obtain ⟨r, a, hc, hs⟩ : ∃ r a : ℝ,
        r * cos a = voigt C 0 0 3 ∧ r * sin a = voigt C 0 0 4 :=
      let ζ : ℂ := ⟨voigt C 0 0 3, voigt C 0 0 4⟩
      ⟨‖ζ‖, ζ.arg, Complex.norm_mul_cos_arg ζ, Complex.norm_mul_sin_arg ζ⟩
    have h15 : voigt C (-a / 3) 0 4 = 0 := by
      rw [(rotation_law hC h3 _).2, show 3 * (-a / 3) = -a by ring, sin_neg, cos_neg]
      linear_combination sin a * hc - cos a * hs
    have hf := voigt_eq_trigonalForm hC h3 (-a / 3)
    rw [h15] at hf
    exact ⟨-a / 3, h15, hf⟩

end

end TrigonalElasticity
```

```lean
#print axioms TrigonalElasticity.rotation_law
#print axioms TrigonalElasticity.seven_to_six
```

```
'TrigonalElasticity.rotation_law' depends on axioms: [propext, Classical.choice, Quot.sound]
'TrigonalElasticity.seven_to_six' depends on axioms: [propext, Classical.choice, Quot.sound]
```

**How Lean reaches the same relations.** `IsElastic.linear_rest` uses the symmetries to carry linearity to the other three arguments. `rot_axis` writes the rotation in the turned axes, which is why the relations hold at every `θ`.

`threefold_relations` stays with real vectors. It replaces $y$ by $w=sy$, where $s=\sin(2\pi/3)$ and $s^2=3/4$. The rotation then has rational coefficients:

$$x\mapsto-\tfrac12x+w,\qquad w\mapsto-\tfrac34x-\tfrac12w.$$

Fourteen instances of the invariance, in five groups with 0, 1, 3, 2 and 2 z arguments, are expanded by linearity. They carry the same information as the seven complex equations above. After symmetric components have been brought to a common order, `linarith` solves each group, and `mul_left_cancel₀ h0` removes a leftover factor $s\neq0$.

`voigt_eq_trigonalForm` checks the 36 matrix entries, using these relations and major symmetry. `rotation_law` rewrites $\cos3\theta$ and $\sin3\theta$ with the triple-angle formulas, expands $C_{14}'$ and $C_{15}'$ in the original axes, inserts the four relations with one z index, and finishes with `ring`. In `seven_to_six`, the first part is $\sin^2+\cos^2=1$ at the angle $3\theta$. The second takes $r$ and $a$ from the modulus and argument of the complex number $C_{14}+iC_{15}$, then sets $\theta=-a/3$.

**Without the threefold axis.** Take a single inclined bond along $n=(1,0,1)/\sqrt2$ and let $C(u,v,p,q)=(n\cdot u)(n\cdot v)(n\cdot p)(n\cdot q)$. This has all the elastic symmetries. In axes turned by $\theta$ one finds $C_{14}=-\tfrac14\cos^2\theta\sin\theta$ and $C_{15}=\tfrac14\cos^3\theta$, so the sum of squares is $\tfrac1{16}\cos^4\theta$, which changes with the angle. The elastic symmetries alone therefore do not give the invariance. Adding the two bonds obtained by turning $n$ through 120 and 240 degrees restores the threefold axis, and then $C_{15}=3/16$ and $C_{14}=0$ in the original axes, so there is a nonzero $C_{15}$ to remove. Neither bond tensor alone describes a stable crystal, because some strains cost no energy. Adding the stiffness of a stable isotropic solid cures that and changes neither $C_{14}$ nor $C_{15}$ in any of these axes.

**The sign of the angle.** Here $\theta$ turns the axes while the crystal stays fixed. Turning the crystal by $\theta$ in fixed axes turns the pair by $-3\theta$ instead. If you mix the two conventions and turn the axes by $+a/3$, you get $C_{15}'=r\sin2a$, which is generally not zero.
